# Hydrogenic excitons in dimension $d>1$: the 1s–2s spacing in effective Rydbergs determines $d$

Suppose the 1s–2s spacing of an ideal planar exciton is converted to an effective Rydberg with the three-dimensional factor $3/4$. The planar factor is $32/9$, so the resulting Rydberg is too large by a factor of $128/27$, nearly five. The correct conversion factor depends on the dimension, and is derived here.

## Levels and spacing from the radial equation

Let $r$ be the electron-hole separation in effective Bohr radii and $R$ the radial function of the relative s-motion. A real parameter $d>1$ represents confinement and anisotropy as an effective dimension. The effective units are the Bohr radius and Rydberg of three-dimensional hydrogen, with the electron mass replaced by the exciton's reduced mass and the vacuum permittivity by that of the material. With energies in effective Rydbergs, measured from the band gap, the equation on $r>0$ is

$$-R''-\frac{d-1}{r}R'-\frac{2}{r}R=-b^2R .$$

For an integer $n\ge1$, we claim that a solution $R=Pe^{-br}$ with $P$ a nonzero polynomial of degree $n-1$ exists exactly when $b=1/(n+(d-3)/2)$.

Since $R'=(P'-bP)e^{-br}$ and $R''=(P''-2bP'+b^2P)e^{-br}$, substituting, cancelling the exponential and multiplying by $-r$ gives

$$rP''+(d-1)P'-2brP'-((d-1)b-2)P=0 .$$

This holds for all $r>0$, so every coefficient vanishes. With $P=\sum_k p_kr^k$, the coefficient of $r^k$ gives

$$(k+1)(k+d-1)\,p_{k+1}=(b(2k+d-1)-2)\,p_k .$$

At $k=n-1$ the left side is zero and $p_{n-1}\ne0$, so $b(2n+d-3)=2$, which is the stated value. Conversely, for this $b$ the right-hand factor equals $2b(k-n+1)$. Starting from $p_0=1$, the recursion gives nonzero coefficients up to $p_{n-1}$ and zero afterwards. It also shows that $R(0)=p_0\ne0$ in every solution: if $p_0=0$, all coefficients vanish.

For the first two levels $b_1=2/(d-1)$ and $b_2=2/(d+1)$, hence

$$b_1^2-b_2^2=\frac{4[(d+1)^2-(d-1)^2]}{(d^2-1)^2}=\frac{16d}{(d^2-1)^2}.$$

To see that this decreases, take $1<x<y$. From $x(y^2-1)-y(x^2-1)=(y-x)(xy+1)>0$ we get

$$y(x^2-1)^2<x(y^2-1)(x^2-1)<x(y^2-1)^2,$$

and dividing by the squares gives the smaller spacing at $y$. Equal spacings therefore imply equal dimensions.

## The exciton model in Lean

```lean
import Mathlib

open Polynomial

namespace FractionalExciton

noncomputable section
```

The Hamiltonian acts on a function through its actual derivatives, and `d` is any real number.

```lean
/-- The s-wave exciton Hamiltonian in dimension `d`, in effective Rydbergs and Bohr radii,
applied to a twice differentiable function `R` at a radius `r ≠ 0`. -/
def radialHamiltonian (d : ℝ) (R : ℝ → ℝ) (r : ℝ) : ℝ :=
  -deriv (deriv R) r - (d - 1) * deriv R r / r - 2 * R r / r
```

The trial function is a real polynomial times an exponential. No sign is imposed on `b`.

```lean
/-- The radial function `P(r) exp(-b r)`. -/
def envelope (b : ℝ) (P : ℝ[X]) (r : ℝ) : ℝ :=
  P.eval r * Real.exp (-b * r)
```

An s state must have a nonzero polynomial of the right degree and satisfy the equation at every positive radius. It is not normalised.

```lean
/-- `P` gives an `n`s exciton state with decay constant `b`: it is a nonzero polynomial of degree
`n - 1`, and `P(r) exp(-b r)` solves the radial equation with energy `-b²` at all `r > 0`. -/
def IsSState (d b : ℝ) (n : ℕ) (P : ℝ[X]) : Prop :=
  P ≠ 0 ∧ P.natDegree + 1 = n ∧
    ∀ r : ℝ, 0 < r → radialHamiltonian d (envelope b P) r = -b ^ 2 * envelope b P r
```

The definition fixes the polynomial-times-exponential form, so the theorems do not classify all bound states. The model has a pure $1/r$ attraction, with dielectric screening entering only as a constant in the effective units, and a single effective dimension.

## From the differential equation to a recursion

Differentiation replaces $P$ by $P'-bP$, by the product rule.

```lean
/-- The derivative of `P(r) exp(-b r)` is `(P'(r) - b P(r)) exp(-b r)`. -/
theorem deriv_envelope (b : ℝ) (P : ℝ[X]) :
    deriv (envelope b P) = envelope b (derivative P - C b * P) := by
  funext r
  have hlin : HasDerivAt (fun x : ℝ => -b * x) (-b) r := by
    simpa using (hasDerivAt_id r).const_mul (-b)
  have h : HasDerivAt (envelope b P) _ r := (P.hasDerivAt r).fun_mul hlin.exp
  rw [h.deriv]
  simp only [envelope, eval_sub, eval_mul, eval_C]
  ring
```

In the next proof, `Q` is the polynomial on the left of the equation for $P$ above. The step `key` factors out the exponential, and `hcoeff` reads off the coefficients, with `P.coeff k` for $p_k$. A polynomial with infinitely many roots is zero, which turns the equation on the half-line into the recursion.

```lean
/-- The radial equation for `P(r) exp(-b r)` on `r > 0` is equivalent to a two-term recursion
for the coefficients of `P`. -/
theorem radial_iff_recursion (d b : ℝ) (P : ℝ[X]) :
    (∀ r : ℝ, 0 < r → radialHamiltonian d (envelope b P) r = -b ^ 2 * envelope b P r) ↔
      ∀ k : ℕ, ((k : ℝ) + 1) * (k + d - 1) * P.coeff (k + 1)
        = (b * (2 * k + d - 1) - 2) * P.coeff k := by
  obtain ⟨Q, hQ⟩ : ∃ Q : ℝ[X], Q = X * derivative (derivative P) + C (d - 1) * derivative P
      - C (2 * b) * (X * derivative P) - C ((d - 1) * b - 2) * P := ⟨_, rfl⟩
  -- the exponential factors out and leaves the polynomial Q
  have key : ∀ r : ℝ, 0 < r → radialHamiltonian d (envelope b P) r - -b ^ 2 * envelope b P r
      = -(Q.eval r) * Real.exp (-b * r) / r := by
    intro r hr
    have hr' : r ≠ 0 := hr.ne'
    simp only [radialHamiltonian, deriv_envelope, envelope, hQ, derivative_sub,
      derivative_C_mul, eval_sub, eval_add, eval_mul, eval_C, eval_X]
    generalize Real.exp (-b * r) = E
    field_simp
    ring
  have hcoeff : ∀ k : ℕ, Q.coeff k = ((k : ℝ) + 1) * (k + d - 1) * P.coeff (k + 1)
      - (b * (2 * k + d - 1) - 2) * P.coeff k := by
    intro k
    rw [hQ]
    cases k with
    | zero =>
      simp only [coeff_sub, coeff_add, coeff_C_mul, coeff_X_mul_zero, coeff_derivative,
        zero_add, Nat.cast_zero]
      ring
    | succ k =>
      simp only [coeff_sub, coeff_add, coeff_C_mul, coeff_X_mul, coeff_derivative]
      push_cast
      ring
  constructor
  · intro h k
    -- a polynomial that vanishes on a half-line is zero
    have hQ0 : Q = 0 := by
      refine Polynomial.eq_zero_of_infinite_isRoot Q ((Set.Ioi_infinite (0 : ℝ)).mono ?_)
      intro r hr
      have hr0 : 0 < r := hr
      have h1 := key r hr0
      rw [h r hr0, sub_self] at h1
      change Q.eval r = 0
      by_contra hne
      exact div_ne_zero (mul_ne_zero (neg_ne_zero.mpr hne) (Real.exp_ne_zero _)) hr0.ne' h1.symm
    have h2 := hcoeff k
    rw [hQ0, coeff_zero] at h2
    linarith
  · intro h r hr
    have hQ0 : Q = 0 := by
      ext k
      rw [hcoeff k, h k, sub_self, coeff_zero]
    have h1 := key r hr
    rw [hQ0, eval_zero, neg_zero, zero_mul, zero_div] at h1
    exact sub_eq_zero.mp h1
```

## Quantisation and existence

Evaluating the recursion at the leading coefficient gives the condition on `b`, for any real `d`.

```lean
/-- The decay constant of an `n`s state satisfies `b (2n + d - 3) = 2`. -/
theorem IsSState.quantization {d b : ℝ} {n : ℕ} {P : ℝ[X]} (h : IsSState d b n P) :
    b * (2 * n + d - 3) = 2 := by
  obtain ⟨hP, rfl, heq⟩ := h
  -- the recursion at the leading coefficient
  have h1 := (radial_iff_recursion d b P).mp heq P.natDegree
  rw [coeff_eq_zero_of_natDegree_lt (Nat.lt_succ_self _), mul_zero] at h1
  have hlead : P.coeff P.natDegree ≠ 0 := leadingCoeff_ne_zero.mpr hP
  have h2 := (mul_eq_zero.mp h1.symm).resolve_right hlead
  push_cast
  linear_combination h2
```

For existence, `m` stands for $n-1$ and `a` is the product solution of the recursion. The polynomial `P` takes its coefficients from `a` up to degree `m` and has none beyond. The step `ham` shows that the coefficient of `P` at `m` is nonzero. The final case split checks the recursion below, at and above `m`.

```lean
/-- For `d > 1` and `n ≥ 1`, an `n`s exciton state with decay constant `b` exists exactly when
`b = 1 / (n + (d - 3) / 2)`. -/
theorem exists_sState_iff {d : ℝ} (hd : 1 < d) (b : ℝ) {n : ℕ} (hn : 1 ≤ n) :
    (∃ P, IsSState d b n P) ↔ b = 1 / (n + (d - 3) / 2) := by
  have hn' : (1 : ℝ) ≤ n := by exact_mod_cast hn
  have hpos : 0 < (n : ℝ) + (d - 3) / 2 := by linarith
  rw [eq_div_iff hpos.ne']
  constructor
  · rintro ⟨P, h⟩
    linear_combination h.quantization / 2
  · intro hb
    obtain ⟨m, rfl⟩ : ∃ m, n = m + 1 := ⟨n - 1, by omega⟩
    push_cast at hb
    have hq : b * (2 * m + d - 1) = 2 := by linear_combination 2 * hb
    have hb0 : b ≠ 0 := by
      rintro rfl
      norm_num at hq
    -- solve the recursion by a product and cut it off at degree m
    let a : ℕ → ℝ := fun k => ∏ j ∈ Finset.range k,
      (b * (2 * (j : ℝ) + d - 1) - 2) / (((j : ℝ) + 1) * (j + d - 1))
    obtain ⟨P, hP⟩ : ∃ P : ℝ[X], ∀ k, P.coeff k = if k < m + 1 then a k else 0 :=
      ⟨∑ k ∈ Finset.range (m + 1), monomial k (a k), fun k => by
        simp only [Polynomial.finsetSum_coeff, coeff_monomial, Finset.sum_ite_eq', Finset.mem_range]⟩
    have hden : ∀ j : ℕ, ((j : ℝ) + 1) * (j + d - 1) ≠ 0 := by
      intro j
      have hj : (0 : ℝ) ≤ j := Nat.cast_nonneg j
      exact mul_ne_zero (by linarith) (by linarith)
    have ham : P.coeff m ≠ 0 := by
      rw [hP, if_pos (Nat.lt_succ_self m)]
      refine Finset.prod_ne_zero_iff.mpr fun j hj => div_ne_zero ?_ (hden j)
      intro h0
      have h1 : b * ((j : ℝ) - m) = 0 := by linear_combination (h0 - hq) / 2
      have h2 : (j : ℝ) = m := sub_eq_zero.mp ((mul_eq_zero.mp h1).resolve_left hb0)
      have h3 : j = m := by exact_mod_cast h2
      have h4 := Finset.mem_range.mp hj
      omega
    have hdeg : P.natDegree = m := by
      refine le_antisymm (natDegree_le_iff_coeff_eq_zero.mpr fun k hk => ?_)
        (le_natDegree_of_ne_zero ham)
      rw [hP, if_neg (by omega)]
    refine ⟨P, fun h => ham (by rw [h, coeff_zero]), by rw [hdeg],
      (radial_iff_recursion d b P).mpr fun k => ?_⟩
    rw [hP, hP]
    rcases lt_trichotomy k m with hk | rfl | hk
    · rw [if_pos (by omega), if_pos (by omega)]
      have hs : a (k + 1) = a k *
          ((b * (2 * (k : ℝ) + d - 1) - 2) / (((k : ℝ) + 1) * (k + d - 1))) :=
        Finset.prod_range_succ _ _
      rw [hs, mul_left_comm, mul_div_cancel₀ _ (hden k), mul_comm]
    · rw [if_neg (by omega), hq, sub_self, mul_zero, zero_mul]
    · rw [if_neg (by omega), if_neg (by omega), mul_zero, mul_zero]
```

## The amplitude at contact

In Elliott's formula for dipole-allowed interband transitions, the strength of each bound exciton line is proportional to the squared normalised amplitude at zero separation. The theorem supplies only that this amplitude is nonzero for s states of this hydrogenic model; it derives no absorption spectrum. The induction carries a zero constant term to all coefficients.

```lean
/-- For `d > 1` the radial function of an `n`s state does not vanish at zero electron-hole
separation. -/
theorem IsSState.contact_ne_zero {d b : ℝ} {n : ℕ} {P : ℝ[X]} (hd : 1 < d)
    (h : IsSState d b n P) : envelope b P 0 ≠ 0 := by
  obtain ⟨hP, -, heq⟩ := h
  have hrec := (radial_iff_recursion d b P).mp heq
  refine mul_ne_zero (fun h0 => hP ?_) (Real.exp_ne_zero _)
  -- a vanishing constant term would propagate to all coefficients
  ext k
  rw [coeff_zero]
  induction k with
  | zero => rw [coeff_zero_eq_eval_zero, h0]
  | succ k ih =>
    have h1 := hrec k
    rw [ih, mul_zero] at h1
    have hk : (0 : ℝ) ≤ k := Nat.cast_nonneg k
    exact (mul_eq_zero.mp h1).resolve_left (mul_ne_zero (by linarith) (by linarith))
```

## Reading the dimension from the spacing

The spacing is computed from the energies $-b_1^2$ and $-b_2^2$ of given 1s and 2s states, using the quantisation condition for each.

```lean
/-- For `d > 1` the 2s energy lies above the 1s energy by `16 d / (d² - 1)²`. -/
theorem spacing_1s_2s {d b₁ b₂ : ℝ} {P₁ P₂ : ℝ[X]} (hd : 1 < d)
    (h₁ : IsSState d b₁ 1 P₁) (h₂ : IsSState d b₂ 2 P₂) :
    -b₂ ^ 2 - -b₁ ^ 2 = 16 * d / (d ^ 2 - 1) ^ 2 := by
  have q₁ := h₁.quantization
  have q₂ := h₂.quantization
  push_cast at q₁ q₂
  have hm : d - 1 ≠ 0 := by linarith
  have hp : d + 1 ≠ 0 := by linarith
  have e₁ : b₁ * (d - 1) = 2 := by linear_combination q₁
  have e₂ : b₂ * (d + 1) = 2 := by linear_combination q₂
  have hf : d ^ 2 - 1 = (d - 1) * (d + 1) := by ring
  rw [hf, eq_div_iff (pow_ne_zero 2 (mul_ne_zero hm hp))]
  linear_combination (d + 1) ^ 2 * (b₁ * (d - 1) + 2) * e₁
    - (d - 1) ^ 2 * (b₂ * (d + 1) + 2) * e₂
```

The monotonicity proof follows the chain of inequalities above: `h1` is the starting inequality $y(x^2-1)<x(y^2-1)$, `h2` is `h1` multiplied by $x^2-1$, and `h3` is $x^2-1<y^2-1$ multiplied by $x(y^2-1)$.

```lean
/-- The spacing `16 d / (d² - 1)²` is strictly decreasing in the dimension for `d > 1`. -/
theorem spacing_strictAntiOn :
    StrictAntiOn (fun d : ℝ => 16 * d / (d ^ 2 - 1) ^ 2) (Set.Ioi 1) := by
  intro x hx y hy hxy
  have hx1 : 1 < x := hx
  have hy1 : 1 < y := hy
  have hA : 0 < x ^ 2 - 1 := by nlinarith
  have hB : 0 < y ^ 2 - 1 := by nlinarith
  have hAB : x ^ 2 - 1 < y ^ 2 - 1 := by nlinarith
  have hx0 : 0 < x := by linarith
  have hy0 : 0 < y := by linarith
  have h1 : y * (x ^ 2 - 1) < x * (y ^ 2 - 1) := by
    have h := mul_pos (sub_pos.mpr hxy) (add_pos (mul_pos hx0 hy0) one_pos)
    linarith [h, show (y - x) * (x * y + 1) = x * (y ^ 2 - 1) - y * (x ^ 2 - 1) by ring]
  have h2 := mul_lt_mul_of_pos_right h1 hA
  have h3 := mul_lt_mul_of_pos_left hAB (mul_pos hx0 hB)
  change 16 * y / (y ^ 2 - 1) ^ 2 < 16 * x / (x ^ 2 - 1) ^ 2
  rw [div_lt_iff₀ (pow_pos hB 2), div_mul_eq_mul_div, lt_div_iff₀ (pow_pos hA 2)]
  linarith
```

A strictly decreasing function is injective, so two excitons with equal spacings have the same `d`. To read $d$ from a measured 1s–2s spacing alone, the effective Rydberg must be known separately, because the spacings are compared in that unit.

```lean
/-- Two excitons in dimensions `d, d' > 1` with the same 1s-2s spacing, in effective Rydbergs,
have the same dimension. -/
theorem dimension_of_spacing {d d' b₁ b₂ c₁ c₂ : ℝ} {P₁ P₂ Q₁ Q₂ : ℝ[X]}
    (hd : 1 < d) (hd' : 1 < d')
    (h₁ : IsSState d b₁ 1 P₁) (h₂ : IsSState d b₂ 2 P₂)
    (k₁ : IsSState d' c₁ 1 Q₁) (k₂ : IsSState d' c₂ 2 Q₂)
    (h : -b₂ ^ 2 - -b₁ ^ 2 = -c₂ ^ 2 - -c₁ ^ 2) : d = d' := by
  rw [spacing_1s_2s hd h₁ h₂, spacing_1s_2s hd' k₁ k₂] at h
  exact spacing_strictAntiOn.injOn hd hd' h

end

end FractionalExciton
```

```lean
#print axioms FractionalExciton.exists_sState_iff
-- 'FractionalExciton.exists_sState_iff' depends on axioms: [propext, Classical.choice, Quot.sound]
#print axioms FractionalExciton.IsSState.contact_ne_zero
-- 'FractionalExciton.IsSState.contact_ne_zero' depends on axioms: [propext, Classical.choice, Quot.sound]
#print axioms FractionalExciton.dimension_of_spacing
-- 'FractionalExciton.dimension_of_spacing' depends on axioms: [propext, Classical.choice, Quot.sound]
```
